# Newton's iteration for z² = 1 has cycles of every length from two upwards on the imaginary axis

A code that builds a density matrix by Newton's iteration for the matrix sign function has to decide when to stop. At zero temperature, in an orthonormal basis, the density matrix is $P = (1 - \operatorname{sign}(H-\mu))/2$, with Hermitian Hamiltonian $H$ and a chemical potential $\mu$ that is not an eigenvalue of $H$. The code starts from $Z = H - \mu$, in a fixed energy unit, and repeats $Z \to (Z + Z^{-1})/2$ until $Z$ settles. If a non-Hermitian effective Hamiltonian takes the place of $H$, a nonzero eigenvalue of $Z$ can lie on the imaginary axis. The matrix sign function is then undefined, and in exact arithmetic the iteration cannot settle. It can repeat with any period $n \ge 2$, so a test that looks for a repeat of $Z$ among a fixed number of earlier iterates misses the longer cycles. A cap on the step count catches them all.

## The cycle and its starting point

For one eigenvalue $z = iy$ with real $y \neq 0$, the Newton step gives $i f(y)$, where
$$f(y) = \tfrac12\left(y - \tfrac1y\right).$$
For every natural number $n \ge 2$, the start
$$y_0 = \cot\theta, \qquad \theta = \frac{\pi}{2^n - 1},$$
never reaches zero under $f$, returns to itself after $n$ steps, and does not return after fewer positive steps. There is no cycle of length 1. On every cycle of length $n$, the $n$-fold map has derivative $2^n$.

## Which Hamiltonians are exposed

A Hermitian $H$ with real $\mu$ gives real eigenvalues of $Z$, so these cycles do not arise. They concern non-Hermitian effective Hamiltonians, such as those with absorbing potentials or self-energies, when the real part of an eigenvalue equals $\mu$. With time dependence $e^{-iHt/\hbar}$, absorption gives negative imaginary parts. Since $f$ is odd, $-y_0$ starts a cycle of the same length as $y_0$, so that case is covered too. The result describes the unscaled iteration on a single eigenvalue.

The smallest case, $n = 2$, has $\theta = \pi/3$ and $y_0 = 1/\sqrt3$. Then
$$f(y_0) = \tfrac12\left(\tfrac{1}{\sqrt3} - \sqrt3\right) = -\tfrac{1}{\sqrt3},$$
and the next step restores $y_0$. A real matrix shows the same behaviour:
$$Z = \frac{1}{\sqrt3}\begin{pmatrix}0 & -1\\ 1 & 0\end{pmatrix}, \qquad \tfrac12\left(Z + Z^{-1}\right) = -Z.$$
Each step flips the sign of $Z$, while $Z^2 - 1$ stays at $-4/3$ times the identity. This matrix is an algebraic illustration, not a model of absorption: its eigenvalues are $\pm i/\sqrt3$, and the one with the plus sign would belong to a growing state. For $n = 3$ the orbit is $2.0765 \to 0.7975 \to -0.2282 \to 2.0765$, to four decimals.

## Doubling the angle of a cotangent

Newton's method for $z^2 = 1$ finds the next point $w$ from $2z(w - z) = 1 - z^2$. At $z = iy$ this gives
$$w = \tfrac12\left(iy + \tfrac{1}{iy}\right) = i f(y).$$
If $\sin 2\alpha \neq 0$, then
$$f(\cot\alpha) = \frac{\cos^2\alpha - \sin^2\alpha}{2\sin\alpha\cos\alpha} = \cot 2\alpha.$$
The orbit is therefore $y_k = \cot(2^k\theta)$, provided that no $\sin(2^k\theta)$ vanishes. If one did, $2^k\theta = m\pi$ for an integer $m$, hence $m(2^n - 1) = 2^k$. But $2^n - 1$ is odd and at least 3, so it divides no power of two.

**No zero.** If $y_k = 0$, then $\cos(2^k\theta) = 0$, so $\sin(2^{k+1}\theta) = 2\sin(2^k\theta)\cos(2^k\theta) = 0$, which has just been excluded.

**Return.** Since $(2^n - 1)\theta = \pi$, we have $2^n\theta = \theta + \pi$, and the cotangent has period $\pi$.

**No earlier return.** If $\cot(2^k\theta) = \cot\theta$ with $0 < k < n$, then $\sin((2^k - 1)\theta) = 0$. This angle lies strictly between $0$ and $\pi$, a contradiction.

**No fixed point.** From $f(y) = y$ follows $2y^2 = y^2 - 1$, so $y^2 = -1$, impossible for real $y$.

**Derivative.** We have $f'(u) = (1 + u^{-2})/2$ and $1 + f(u)^2 = (1 + u^{-2})(1 + u^2)/4$, so
$$f'(u) = \frac{2\,(1 + f(u)^2)}{1 + u^2}.$$
Along an orbit that avoids zero, the chain rule makes the product telescope:
$$\frac{dy_k}{dy_0} = 2^k\,\frac{1 + y_k^2}{1 + y_0^2}.$$
On a cycle $y_n = y_0$, which leaves $2^n$. Small errors thus grow by this factor per circuit, to first order, and a floating-point run will usually drift off the cycle.

## The Lean file

```lean
import Mathlib

namespace NewtonSignCycles

noncomputable section

/-- The Newton map `y ↦ (y - 1/y)/2` for the coordinate `y` on the imaginary axis,
meaningful for `y ≠ 0`. -/
def axisStep (y : ℝ) : ℝ := (y - y⁻¹) / 2

/-- The angle `π / (2^n - 1)`, meaningful for `n ≥ 1`. -/
def startAngle (n : ℕ) : ℝ := Real.pi / (2 ^ n - 1)

/-- The point `y` starts a cycle of length `n`: `n` is positive, the orbit never meets zero,
and it returns to `y` after `n` steps but not after fewer positive steps. -/
def IsCycle (n : ℕ) (y : ℝ) : Prop :=
  0 < n ∧ (∀ k, axisStep^[k] y ≠ 0) ∧ axisStep^[n] y = y ∧
    ∀ k, 0 < k → k < n → axisStep^[k] y ≠ y

/-- For `y ≠ 0` the Newton map satisfies `2 y y' = y² - 1`, where `y'` is the image of `y`. -/
theorem two_mul_axisStep {y : ℝ} (hy : y ≠ 0) : 2 * y * axisStep y = y ^ 2 - 1 := by
  have h := mul_inv_cancel₀ hy
  unfold axisStep
  linear_combination -h

/-- At a nonzero point `iy` of the imaginary axis, the linearised equation of Newton's method
for `z² = 1` has exactly one solution `w`, namely `i` times the image of `y`. -/
theorem newton_equation_on_axis {y : ℝ} (hy : y ≠ 0) (w : ℂ) :
    2 * (Complex.I * y) * (w - Complex.I * y) = 1 - (Complex.I * y) ^ 2 ↔
      w = Complex.I * (axisStep y : ℂ) := by
  have h2 : 2 * (y : ℂ) * (axisStep y : ℂ) = (y : ℂ) ^ 2 - 1 := by
    exact_mod_cast two_mul_axisStep hy
  have e : 2 * (Complex.I * y) * (Complex.I * (axisStep y : ℂ) - Complex.I * y)
      = 1 - (Complex.I * y) ^ 2 := by
    linear_combination (2 * (y : ℂ) * (axisStep y : ℂ) - (y : ℂ) ^ 2) * Complex.I_sq - h2
  have hc : 2 * (Complex.I * (y : ℂ)) ≠ 0 :=
    mul_ne_zero two_ne_zero (mul_ne_zero Complex.I_ne_zero (Complex.ofReal_ne_zero.mpr hy))
  constructor
  · intro h
    apply mul_left_cancel₀ hc
    linear_combination h - e
  · rintro rfl
    exact e

/-- The Newton map doubles the angle of a cotangent: if `sin 2θ ≠ 0`, the image of `cot θ`
times `sin 2θ` equals `cos 2θ`. -/
theorem axisStep_cot {θ : ℝ} (h : Real.sin (2 * θ) ≠ 0) :
    axisStep (Real.cot θ) * Real.sin (2 * θ) = Real.cos (2 * θ) := by
  rw [Real.sin_two_mul] at h
  have hs : Real.sin θ ≠ 0 := fun h0 => h (by simp [h0])
  have hc : Real.cos θ ≠ 0 := fun h0 => h (by simp [h0])
  rw [Real.sin_two_mul, Real.cos_two_mul', Real.cot_eq_cos_div_sin]
  unfold axisStep
  field_simp

/-- For `n ≥ 1` the starting angle times `2^n - 1` is `π`. -/
theorem startAngle_mul {n : ℕ} (hn : 0 < n) : startAngle n * (2 ^ n - 1) = Real.pi := by
  have h1 : (1 : ℝ) < 2 ^ n := one_lt_pow₀ (by norm_num) hn.ne'
  have hN : (2 : ℝ) ^ n - 1 ≠ 0 := (sub_pos.mpr h1).ne'
  unfold startAngle
  field_simp

/-- For `n ≥ 2`, repeated doubling of the starting angle never reaches a multiple of `π`. -/
theorem sin_doubled_ne_zero {n : ℕ} (hn : 2 ≤ n) (k : ℕ) :
    Real.sin (2 ^ k * startAngle n) ≠ 0 := by
  intro h
  obtain ⟨m, hm⟩ := Real.sin_eq_zero_iff.mp h
  have hθ := startAngle_mul (n := n) (by omega)
  have e : (m : ℝ) * (2 ^ n - 1) = 2 ^ k := by
    apply mul_right_cancel₀ Real.pi_ne_zero
    linear_combination ((2 : ℝ) ^ n - 1) * hm + (2 : ℝ) ^ k * hθ
  have eZ : m * ((2 : ℤ) ^ n - 1) = 2 ^ k := by exact_mod_cast e
  -- the odd number 2^n - 1 would divide a power of two
  have hcop : IsCoprime ((2 : ℤ) ^ n - 1) 2 := by
    obtain ⟨j, rfl⟩ : ∃ j, n = j + 1 := ⟨n - 1, by omega⟩
    exact ⟨-1, 2 ^ j, by ring⟩
  have hu : IsUnit ((2 : ℤ) ^ n - 1) :=
    (hcop.pow_right (n := k)).isUnit_of_dvd' dvd_rfl (Dvd.intro_left m eZ)
  have h4 : (2 : ℤ) ^ 2 ≤ 2 ^ n := pow_le_pow_right₀ (by norm_num) hn
  rcases Int.isUnit_iff.mp hu with h1 | h1 <;> linarith

/-- For `n ≥ 2`, the `k`-th iterate of `cot θ`, with `θ = π / (2^n - 1)`, times `sin (2^k θ)`
equals `cos (2^k θ)`. -/
theorem orbit_formula {n : ℕ} (hn : 2 ≤ n) (k : ℕ) :
    axisStep^[k] (Real.cot (startAngle n)) * Real.sin (2 ^ k * startAngle n)
      = Real.cos (2 ^ k * startAngle n) := by
  induction k with
  | zero =>
    have hs := sin_doubled_ne_zero hn 0
    simp only [pow_zero, one_mul] at hs
    simp only [pow_zero, one_mul, Function.iterate_zero, id_eq]
    exact (eq_div_iff hs).mp (Real.cot_eq_cos_div_sin _)
  | succ k ih =>
    have e : axisStep^[k] (Real.cot (startAngle n)) = Real.cot (2 ^ k * startAngle n) := by
      rw [Real.cot_eq_cos_div_sin (2 ^ k * startAngle n), eq_div_iff (sin_doubled_ne_zero hn k)]
      exact ih
    have h2 : (2 : ℝ) ^ (k + 1) * startAngle n = 2 * (2 ^ k * startAngle n) := by ring
    have hs := sin_doubled_ne_zero hn (k + 1)
    rw [h2] at hs
    rw [Function.iterate_succ_apply', e, h2]
    exact axisStep_cot hs

/-- For every `n ≥ 2`, the point `cot (π / (2^n - 1))` starts a cycle of length `n` of the
Newton map on the imaginary axis. -/
theorem isCycle_cot {n : ℕ} (hn : 2 ≤ n) : IsCycle n (Real.cot (Real.pi / (2 ^ n - 1))) := by
  change IsCycle n (Real.cot (startAngle n))
  have hπ := startAngle_mul (n := n) (by omega)
  have hs := sin_doubled_ne_zero hn 0
  have o0 := orbit_formula hn 0
  simp only [pow_zero, one_mul] at hs
  simp only [pow_zero, one_mul, Function.iterate_zero, id_eq] at o0
  refine ⟨by omega, ?_, ?_, ?_⟩
  · -- a zero of the orbit would make the next sine vanish
    intro k hk
    have o := orbit_formula hn k
    rw [hk, zero_mul] at o
    have h2 : (2 : ℝ) ^ (k + 1) * startAngle n = 2 * (2 ^ k * startAngle n) := by ring
    apply sin_doubled_ne_zero hn (k + 1)
    rw [h2, Real.sin_two_mul, ← o, mul_zero]
  · -- after n doublings the angle has grown by π
    have o := orbit_formula hn n
    have ha : (2 : ℝ) ^ n * startAngle n = startAngle n + Real.pi := by
      linear_combination hπ
    rw [ha, Real.sin_add_pi, Real.cos_add_pi] at o
    apply mul_right_cancel₀ hs
    linear_combination -o - o0
  · -- an earlier return needs a zero of the sine strictly between 0 and π
    intro k hk hkn hret
    have o := orbit_formula hn k
    rw [hret] at o
    have hz : Real.sin (2 ^ k * startAngle n - startAngle n) = 0 := by
      rw [Real.sin_sub]
      linear_combination Real.sin (startAngle n) * o
        - Real.sin (2 ^ k * startAngle n) * o0
    have h1 : (1 : ℝ) < 2 ^ k := one_lt_pow₀ (by norm_num) hk.ne'
    have h2 : (2 : ℝ) ^ k < 2 ^ n := pow_lt_pow_right₀ (by norm_num) hkn
    have hθ : 0 < startAngle n := div_pos Real.pi_pos (by linarith)
    have hpos := Real.sin_pos_of_pos_of_lt_pi
      (x := 2 ^ k * startAngle n - startAngle n)
      (by nlinarith [mul_pos hθ (sub_pos.mpr h1)])
      (by nlinarith [mul_pos hθ (sub_pos.mpr h2)])
    exact hpos.ne' hz

/-- The Newton map on the imaginary axis has a cycle of length `n` exactly when `n ≥ 2`. -/
theorem exists_cycle_iff (n : ℕ) : (∃ y, IsCycle n y) ↔ 2 ≤ n := by
  constructor
  · rintro ⟨y, hn, hne, hret, -⟩
    by_contra hlt
    obtain rfl : n = 1 := by omega
    -- a fixed point would satisfy y² = -1
    have hy : y ≠ 0 := hne 0
    have hf : axisStep y = y := hret
    have h := two_mul_axisStep hy
    rw [hf] at h
    nlinarith [sq_nonneg y]
  · intro hn
    exact ⟨_, isCycle_cot hn⟩

/-- If the first `k` points of the orbit of `y` are nonzero, the `k`-th iterate `y_k` has
derivative `2^k (1 + y_k²) / (1 + y²)` with respect to the starting point. -/
theorem hasDerivAt_iterate (y : ℝ) (k : ℕ) (h : ∀ j < k, axisStep^[j] y ≠ 0) :
    HasDerivAt (axisStep^[k]) (2 ^ k * (1 + (axisStep^[k] y) ^ 2) / (1 + y ^ 2)) y := by
  induction k with
  | zero =>
    have hy : 1 + y ^ 2 ≠ 0 := by positivity
    rw [Function.iterate_zero]
    refine (hasDerivAt_id y).congr_deriv ?_
    simp only [pow_zero, one_mul, id_eq]
    exact (div_self hy).symm
  | succ k ih =>
    have hu := h k (Nat.lt_succ_self k)
    have step : ∀ u : ℝ, u ≠ 0 → HasDerivAt axisStep ((1 + (u ^ 2)⁻¹) / 2) u := by
      intro u hu
      exact (((hasDerivAt_id' u).fun_sub (hasDerivAt_inv hu)).div_const 2).congr_deriv (by ring)
    have key : ∀ u : ℝ, u ≠ 0 →
        1 + (axisStep u) ^ 2 = (1 + (u ^ 2)⁻¹) * (1 + u ^ 2) / 4 := by
      intro u hu
      unfold axisStep
      field_simp
      ring
    -- chain rule for one more Newton step
    rw [Function.iterate_succ']
    refine ((step _ hu).comp y (ih fun j hj => h j (by omega))).congr_deriv ?_
    rw [Function.comp_apply, key _ hu, pow_succ]
    ring

/-- On every cycle of length `n`, the `n`-fold Newton map has derivative `2^n` at the
starting point. -/
theorem cycle_multiplier {n : ℕ} {y : ℝ} (h : IsCycle n y) :
    HasDerivAt (axisStep^[n]) (2 ^ n) y := by
  obtain ⟨-, hne, hret, -⟩ := h
  have hy : 1 + y ^ 2 ≠ 0 := by positivity
  have hd := hasDerivAt_iterate y n fun j _ => hne j
  rw [hret] at hd
  exact hd.congr_deriv (mul_div_cancel_right₀ _ hy)

end

end NewtonSignCycles
```

```lean
#print axioms NewtonSignCycles.newton_equation_on_axis
#print axioms NewtonSignCycles.exists_cycle_iff
#print axioms NewtonSignCycles.cycle_multiplier
```

```
'NewtonSignCycles.newton_equation_on_axis' depends on axioms: [propext, Classical.choice, Quot.sound]
'NewtonSignCycles.exists_cycle_iff' depends on axioms: [propext, Classical.choice, Quot.sound]
'NewtonSignCycles.cycle_multiplier' depends on axioms: [propext, Classical.choice, Quot.sound]
```

## What is guaranteed for one eigenvalue, and what is left to the matrix code

`axisStep` is $f$, acting on the real coordinate $y$, and `axisStep^[k]` is its $k$-fold iterate. `IsCycle n y` says that `n` is positive, that every iterate is nonzero, and that `n` is the first positive return time. The nonzero condition matters because Lean sets $0^{-1} = 0$, which would make zero a spurious fixed point.

`isCycle_cot` gives the explicit cycle for each `n` with `2 ≤ n`, and `exists_cycle_iff` says that no other lengths occur. `cycle_multiplier` applies to every cycle, not only the cotangent ones.

`newton_equation_on_axis` ties `axisStep` to Newton's method: it cancels the nonzero factor $2iy$ to show that the linearised equation has exactly one solution. `axisStep_cot` is the doubling formula, multiplied through by the sine. `sin_doubled_ne_zero` turns a vanishing sine into an integer equation; coprimality with 2 then forces $2^n - 1$ to be $\pm1$, which contradicts `2 ≤ n`. `orbit_formula` carries the doubling along the orbit by induction, and `isCycle_cot` uses it for the three orbit conditions. `hasDerivAt_iterate` is the telescoping chain rule, also by induction.

The step from this scalar model to a calculation is that the matrix iteration acts on each eigenvalue by the scalar map. That is ordinary linear algebra as long as the inverses exist, but it is used here without a formal proof. The theorems concern real numbers, not rounded ones, and make no statement about starts off the imaginary axis or about scaled variants of the iteration.
